# For a projector commuting with H, the energy error of a nearby projector is quadratic in the deviation

**Q:** Suppose a linear-scaling calculation returns \(P+E\) instead of the exact density matrix \(P\). With Hamiltonian \(H\), the energy is off by \(\mathrm{tr}(HE)\), which is linear in \(E\). Judged by that expression alone, matrix elements wrong by \(10^{-3}\) seem to cost \(10^{-3}\) in energy, in units of \(H\), and I would set my thresholds by that estimate. What removes the linear term?

**A:** Two conditions: \(H\) commutes with \(P\), and both \(P\) and \(P+E\) are idempotent. Start with only \(P^2=P\) and define the idempotency defect

\[
\Delta=(P+E)^2-(P+E)=PE+EP+E^2-E .
\]

Hence \(E^2-\Delta=E-PE-EP\). Multiply by \(H(1-2P)\), take the trace, and write \(t=\mathrm{tr}(HPE)\). Cyclicity and \(HP=PH\) give

\[
\mathrm{tr}(HEP)=\mathrm{tr}(PHE)=t,\qquad
\mathrm{tr}(HPEP)=\mathrm{tr}(PHPE)=\mathrm{tr}(HP^2E)=t .
\]

The part with \(H\) is \(\mathrm{tr}(HE)-2t\). The part with \(-2HP\) is \(-2(t-t-t)=2t\). Their sum is

\[
\mathrm{tr}(H(1-2P)(E^2-\Delta))=\mathrm{tr}(HE).
\]

If \(P+E\) is idempotent, then \(\Delta=0\) and the energy error is \(\mathrm{tr}(H(1-2P)E^2)\), exactly.

**Q:** What are these objects in the Lean file?

**A:** Matrices are indexed by a finite set `n`, the basis functions, with entries in a commutative ring `R`. Real and complex matrices are both included.

```lean
import Mathlib

open Matrix

namespace DensityMatrixTruncation

noncomputable section

variable {n R : Type*} [Fintype n] [DecidableEq n] [CommRing R]
```

The energy is the band energy of non-interacting electrons in an orthonormal basis, without a spin factor.

```lean
/-- The band energy `tr(H D)` of a density matrix `D` with Hamiltonian `H`. -/
def energy (H D : Matrix n n R) : R := trace (H * D)
```

\(H\) is the same for both density matrices, so self-consistent changes of the Hamiltonian are not covered. The defect \(\Delta\) has its own definition.

```lean
/-- The idempotency defect `D² - D` of an approximate density matrix. -/
def idempotencyDefect (D : Matrix n n R) : Matrix n n R := D * D - D
```

**Q:** And the derivation?

**A:** It follows the same route. The first lemma is the expansion of \(\Delta\): `noncomm_ring` multiplies out without letting matrices commute, and `hP` removes the leftover \(P-P^2\).

```lean
omit [DecidableEq n] in
/-- For an error `E` on an idempotent `P`, the square of the error minus the idempotency
defect of `P + E` equals `E - P E - E P`. -/
theorem error_sq_sub_defect (P E : Matrix n n R) (hP : P * P = P) :
    E * E - idempotencyDefect (P + E) = E - P * E - E * P := by
  unfold idempotencyDefect
  calc E * E - ((P + E) * (P + E) - (P + E))
      = E - P * E - E * P + (P - P * P) := by noncomm_ring
    _ = E - P * E - E * P := by rw [hP, sub_self, add_zero]
```

The next theorem is the exact identity with the defect kept. In its proof, `h1` expands the product, `t1` and `t2` are the two trace identities above, and `ring` cancels the copies of \(t\).

```lean
/-- If `P` is idempotent and commutes with `H`, the energy error of `P + E` is the trace of `H (1 -
2P)` times the difference of `E²` and the idempotency defect of `P + E`. -/
theorem energy_error (H P E : Matrix n n R) (hP : P * P = P) (hH : H * P = P * H) :
    energy H (P + E) - energy H P =
      trace (H * (1 - 2 • P) * (E * E - idempotencyDefect (P + E))) := by
  rw [error_sq_sub_defect P E hP]
  have h1 : H * (1 - 2 • P) * (E - P * E - E * P) =
      H * E - H * P * E - H * E * P - (H * P * E + H * P * E)
        + (H * (P * P) * E + H * (P * P) * E) + (H * P * E * P + H * P * E * P) := by
    simp only [two_nsmul]
    noncomm_ring
  -- cyclicity, commutation and idempotency reduce the traces containing `P` to `tr(H P E)`
  have t1 : trace (H * E * P) = trace (H * P * E) := by
    rw [trace_mul_comm (H * E) P, ← mul_assoc, ← hH]
  have h2 : P * (H * P * E) = H * P * E := by
    calc P * (H * P * E) = (P * H) * P * E := by noncomm_ring
      _ = (H * P) * P * E := by rw [hH]
      _ = H * (P * P) * E := by noncomm_ring
      _ = H * P * E := by rw [hP]
  have t2 : trace (H * P * E * P) = trace (H * P * E) := by
    rw [trace_mul_comm (H * P * E) P, h2]
  rw [h1, hP]
  simp only [energy, mul_add, trace_add, trace_sub, t1, t2]
  ring
```

**Q:** My truncated matrix isn't idempotent, though. Setting small elements to zero spoils that.

**A:** Then this identity is the one that applies, and \(\Delta\) may be linear in \(E\). Take \(1\times1\) matrices with \(P=1\), \(H=h\) and \(E=-\delta\): the energy changes by \(-h\delta\), whereas the quadratic formula would give \(-h\delta^2\). The quadratic law is for a matrix whose idempotency has been restored, as purification aims to do.

In the following statement, `hP` and `hPE` say that \(P\) and \(P+E\) are idempotent, and `hH` says that \(H\) and \(P\) commute, as they do when \(P\) projects onto eigenstates of \(H\). The proof sets the defect to zero in the previous identity.

```lean
/-- If both `P` and `P + E` are idempotent and `H` commutes with `P`, the energy error
is `tr(H (1 - 2P) E²)`. -/
theorem energy_error_second_order (H P E : Matrix n n R) (hP : P * P = P)
    (hPE : (P + E) * (P + E) = P + E) (hH : H * P = P * H) :
    energy H (P + E) - energy H P = trace (H * (1 - 2 • P) * (E * E)) := by
  have h := energy_error H P E hP hH
  have d : idempotencyDefect (P + E) = 0 := by rw [idempotencyDefect, hPE, sub_self]
  rwa [d, sub_zero] at h
```

**Q:** A trace formula is not yet an error bar. Can I get numbers from it?

**A:** Yes, if \(P+E\) is idempotent, for real matrices with symmetric \(E\) and fixed electron number, \(\mathrm{tr}(P+E)=\mathrm{tr}P\). Then \(\mathrm{tr}E=0\), so replacing \(H\) by \(H-\mu\), with \(\mu\) a chemical potential, leaves the energy difference unchanged. Let \(K=(H-\mu)(1-2P)\), and let \(e_i\) be row \(i\) of \(E\). The energy error is then \(\mathrm{tr}(KE^2)\). By cyclicity and symmetry,

\[
\mathrm{tr}(KE^2)=\mathrm{tr}(EKE)=\sum_i e_i^{T}Ke_i,\qquad
\mathrm{tr}(E^2)=\sum_i e_i^{T}e_i .
\]

If \(a\,x^Tx\le x^TKx\le b\,x^Tx\) for every real vector \(x\), put \(x=e_i\) and sum over \(i\):

\[
a\,\mathrm{tr}(E^2)\le \mathrm{tr}(H(P+E))-\mathrm{tr}(HP)\le b\,\mathrm{tr}(E^2).
\]

The row formula is a lemma of its own, in which `E i` is \(e_i\). After cyclicity it compares the sums term by term, and the symmetry of \(E\) turns a column entry into a row entry.

```lean
omit [DecidableEq n] in
/-- For a symmetric error `E`, the trace `tr(K E²)` is the sum of the quadratic form of `K`
over the rows of `E`. -/
theorem trace_mul_sq_eq_sum (K E : Matrix n n ℝ) (hE : E.IsSymm) :
    trace (K * (E * E)) = ∑ i, E i ⬝ᵥ (K *ᵥ E i) := by
  rw [← mul_assoc, trace_mul_comm (K * E) E]
  simp only [trace, diag_apply, Matrix.mul_apply, dotProduct, Matrix.mulVec]
  refine Finset.sum_congr rfl fun i _ => Finset.sum_congr rfl fun j _ => ?_
  congr 1
  exact Finset.sum_congr rfl fun k _ => by rw [hE.apply i k]
```

**Q:** Where do \(a\) and \(b\) come from?

**A:** They are assumed, through `ha` and `hb`. The physical case behind them is a symmetric \(H\) with \(P\) projecting onto all levels below \(\mu\), and no level at \(\mu\). Then \(K\) has eigenvalues \(|\epsilon_i-\mu|\), where \(\epsilon_i\) are the levels, so \(a\) can be the distance from \(\mu\) to the nearest level and \(b\) the distance to the farthest. The theorem takes the two inequalities as input and does not compute a gap.

In the proof, `hs` is the shift by \(\mu\), `hc` shows that the shifted Hamiltonian still commutes with \(P\), and `hsq` is the row formula with \(K=1\). Summing `ha` and `hb` over the rows gives the two bounds.

```lean
/-- Let `P` and `P + E` be real idempotents of equal trace, with `E` symmetric and `H` commuting
with `P`. If the quadratic form of `(H - μ)(1 - 2P)` at every `x` lies between `a (x ⬝ x)` and `b (x
⬝ x)`, the energy error of `P + E` lies between `a tr(E²)` and `b tr(E²)`. -/
theorem energy_error_bounds (H P E : Matrix n n ℝ) (μ a b : ℝ) (hP : P * P = P)
    (hPE : (P + E) * (P + E) = P + E) (hH : H * P = P * H) (hE : E.IsSymm)
    (hN : trace (P + E) = trace P)
    (ha : ∀ x : n → ℝ, a * (x ⬝ᵥ x) ≤ x ⬝ᵥ (((H - μ • 1) * (1 - 2 • P)) *ᵥ x))
    (hb : ∀ x : n → ℝ, x ⬝ᵥ (((H - μ • 1) * (1 - 2 • P)) *ᵥ x) ≤ b * (x ⬝ᵥ x)) :
    a * trace (E * E) ≤ energy H (P + E) - energy H P ∧
      energy H (P + E) - energy H P ≤ b * trace (E * E) := by
  -- replacing `H` by `H - μ` subtracts `μ tr(D)` from the energy of `D`
  have hs : ∀ D : Matrix n n ℝ, energy (H - μ • 1) D = energy H D - μ * trace D := by
    intro D
    simp [energy, sub_mul, trace_sub, trace_smul]
  have hc : (H - μ • 1) * P = P * (H - μ • 1) := by
    simp [sub_mul, mul_sub, hH]
  have h := energy_error_second_order (H - μ • 1) P E hP hPE hc
  rw [hs, hs, hN, trace_mul_sq_eq_sum _ E hE] at h
  have hsq : trace (E * E) = ∑ i, E i ⬝ᵥ E i := by
    have h1 := trace_mul_sq_eq_sum 1 E hE
    simpa only [one_mul, Matrix.one_mulVec] using h1
  have hlo := Finset.sum_le_sum fun i (_ : i ∈ Finset.univ) => ha (E i)
  have hup := Finset.sum_le_sum fun i (_ : i ∈ Finset.univ) => hb (E i)
  rw [← Finset.mul_sum, ← hsq] at hlo hup
  constructor <;> linarith
```

**Q:** Is there a system in which all these conditions are met?

**A:** A two-level system with one electron. The density matrix projects onto \((\cos\theta,\sin\theta)\), and the Hamiltonian has diagonal energies \(\mp\varepsilon\) and coupling \(v\).

```lean
/-- The projector onto the two-level state `(cos θ, sin θ)`. -/
def rotatedProjector (θ : ℝ) : Matrix (Fin 2) (Fin 2) ℝ :=
  !![Real.cos θ ^ 2, Real.cos θ * Real.sin θ; Real.cos θ * Real.sin θ, Real.sin θ ^ 2]

/-- The two-level Hamiltonian with diagonal energies `-ε` and `ε` and coupling `v`. -/
def twoLevel (ε v : ℝ) : Matrix (Fin 2) (Fin 2) ℝ := !![-ε, v; v, ε]
```

Idempotency and unit trace hold for every angle; each matrix entry reduces to \(\sin^2\theta+\cos^2\theta=1\).

```lean
/-- The rotated two-level density matrix is idempotent and holds one electron. -/
theorem rotatedProjector_idempotent (θ : ℝ) :
    rotatedProjector θ * rotatedProjector θ = rotatedProjector θ ∧
      trace (rotatedProjector θ) = 1 := by
  have h := Real.sin_sq_add_cos_sq θ
  constructor
  · unfold rotatedProjector
    rw [Matrix.mul_fin_two]
    have e1 : Real.cos θ ^ 2 * Real.cos θ ^ 2 +
        Real.cos θ * Real.sin θ * (Real.cos θ * Real.sin θ) = Real.cos θ ^ 2 := by
      linear_combination Real.cos θ ^ 2 * h
    have e2 : Real.cos θ ^ 2 * (Real.cos θ * Real.sin θ) +
        Real.cos θ * Real.sin θ * Real.sin θ ^ 2 = Real.cos θ * Real.sin θ := by
      linear_combination Real.cos θ * Real.sin θ * h
    have e3 : Real.cos θ * Real.sin θ * Real.cos θ ^ 2 +
        Real.sin θ ^ 2 * (Real.cos θ * Real.sin θ) = Real.cos θ * Real.sin θ := by
      linear_combination Real.cos θ * Real.sin θ * h
    have e4 : Real.cos θ * Real.sin θ * (Real.cos θ * Real.sin θ) +
        Real.sin θ ^ 2 * Real.sin θ ^ 2 = Real.sin θ ^ 2 := by
      linear_combination Real.sin θ ^ 2 * h
    rw [e1, e2, e3, e4]
  · rw [rotatedProjector, trace_fin_two_of]
    linarith
```

Now set \(v=0\), let \(P\) be the projector at angle zero, and let \(P+E\) be the one at \(\theta\). With \(\mu=0\), \(K=\varepsilon\,1\), so \(a=b=\varepsilon\). The energy error is \(2\varepsilon\sin^2\theta\) and \(\mathrm{tr}(E^2)=2\sin^2\theta\), so both bounds are attained. The proof writes out the \(2\times2\) matrices, checks the matrix identities entry by entry, and gets the two trace formulas from \(\sin^2\theta+\cos^2\theta=1\).

```lean
/-- For the uncoupled two-level Hamiltonian `H`, let `P` be the projector at angle zero and `P + E`
the one at `θ`. Then `H` commutes with `P`, `E` is symmetric, `H (1 - 2P) = ε 1`, the energy error
is `2 ε sin² θ`, and `tr(E²) = 2 sin² θ`. -/
theorem energy_error_bounds_witness (ε θ : ℝ) :
    twoLevel ε 0 * rotatedProjector 0 = rotatedProjector 0 * twoLevel ε 0 ∧
    (rotatedProjector θ - rotatedProjector 0).IsSymm ∧
    twoLevel ε 0 * (1 - 2 • rotatedProjector 0) = ε • 1 ∧
    energy (twoLevel ε 0) (rotatedProjector θ) - energy (twoLevel ε 0) (rotatedProjector 0)
      = 2 * ε * Real.sin θ ^ 2 ∧
    trace ((rotatedProjector θ - rotatedProjector 0) *
      (rotatedProjector θ - rotatedProjector 0)) = 2 * Real.sin θ ^ 2 := by
  have h := Real.sin_sq_add_cos_sq θ
  have hE : rotatedProjector θ - rotatedProjector 0 =
      !![Real.cos θ ^ 2 - 1, Real.cos θ * Real.sin θ;
         Real.cos θ * Real.sin θ, Real.sin θ ^ 2] := by
    ext i j
    fin_cases i <;> fin_cases j <;> simp [rotatedProjector]
  have hR : (1 : Matrix (Fin 2) (Fin 2) ℝ) - 2 • rotatedProjector 0 =
      (!![-1, 0; 0, 1] : Matrix (Fin 2) (Fin 2) ℝ) := by
    rw [two_nsmul]
    ext i j
    fin_cases i <;> fin_cases j <;> norm_num [rotatedProjector]
  refine ⟨?_, ?_, ?_, ?_, ?_⟩
  · ext i j
    fin_cases i <;> fin_cases j <;> simp [twoLevel, rotatedProjector]
  · rw [hE]
    ext i j
    fin_cases i <;> fin_cases j <;> simp
  · rw [hR]
    ext i j
    fin_cases i <;> fin_cases j <;> simp [twoLevel]
  · simp only [energy, twoLevel, rotatedProjector, Matrix.mul_fin_two, trace_fin_two_of,
      Real.cos_zero, Real.sin_zero]
    linear_combination -ε * h
  · rw [hE, Matrix.mul_fin_two, trace_fin_two_of]
    linear_combination (Real.sin θ ^ 2 + Real.cos θ ^ 2 - 1) * h
```

**Q:** What if \(H\) doesn't commute with \(P\)?

**A:** The linear term can return. Keep the same two projectors, but take \(\varepsilon=0\) and \(v\ne0\). The energy now changes by \(2v\sin\theta\cos\theta\), which is about \(2v\theta\) for small \(\theta\). Here \(E^2=\sin^2\theta\,1\) and \(H(1-2P)\) has zero trace, so the quadratic formula would predict no change at all. The theorem below computes the actual change directly from the matrices.

```lean
/-- For a purely off-diagonal Hamiltonian with coupling `v`, rotating the projector from angle zero
to `θ` changes the energy by `2 v sin θ cos θ`. -/
theorem energy_change_of_coupling (v θ : ℝ) :
    energy (twoLevel 0 v) (rotatedProjector θ) - energy (twoLevel 0 v) (rotatedProjector 0)
      = 2 * v * Real.sin θ * Real.cos θ := by
  simp only [energy, twoLevel, rotatedProjector, Matrix.mul_fin_two, trace_fin_two_of,
    Real.cos_zero, Real.sin_zero]
  ring

end

end DensityMatrixTruncation
```

**Q:** So what may I conclude for my thresholds?

**A:** For non-interacting electrons with a fixed \(H\), once idempotency and electron number are restored exactly, a symmetric error \(E\) costs at most \(b\,\mathrm{tr}(E^2)\) in energy. Here \(\mathrm{tr}(E^2)\) is the sum of the squares of all elements of \(E\), so the number of wrong elements counts as well as their size. If the electron number is exact but some defect remains, the term \(-\mathrm{tr}((H-\mu)(1-2P)\Delta)\) has to be added to both the lower and the upper bound. This term can be linear in \(E\) and of either sign.

```lean
#print axioms DensityMatrixTruncation.energy_error_bounds
#print axioms DensityMatrixTruncation.rotatedProjector_idempotent
#print axioms DensityMatrixTruncation.energy_change_of_coupling
```

```
'DensityMatrixTruncation.energy_error_bounds' depends on axioms: [propext, Classical.choice, Quot.sound]
'DensityMatrixTruncation.rotatedProjector_idempotent' depends on axioms: [propext, Classical.choice, Quot.sound]
'DensityMatrixTruncation.energy_change_of_coupling' depends on axioms: [propext, Classical.choice, Quot.sound]
```
